# Finitely many real levels in descending order with zero sum have nonnegative partial sums

Take finitely many real levels, listed so that they never increase and add up to zero. The lemma says that the sum of the first `k` of them is nonnegative for every natural number `k`; if `k` exceeds the number of levels, the sum is simply the whole one. The levels are just real numbers here, with no Hamiltonian or state behind them. The proof splits into two cases. If the first `k` levels are all nonnegative, so is their sum; otherwise one of them is negative, hence every level left out is negative too, and the partial sum is at least the full sum, which is zero.

As first written in Lean, the proof fails:

```lean
import Mathlib

open Matrix

namespace SelfCommutators

noncomputable section

variable {n : ℕ}

/-- The sum of the first `k` entries of a list of real levels. -/
def partialSum (d : Fin n → ℝ) (k : ℕ) : ℝ :=
  ∑ i : Fin n, if i.val < k then d i else 0

/-- If the levels are sorted downward and add up to zero, every partial sum is nonnegative. -/
theorem partialSum_nonneg (d : Fin n → ℝ) (hd : Antitone d) (h0 : ∑ i, d i = 0) (k : ℕ) :
    0 ≤ partialSum d k := by
  unfold partialSum
  by_cases h : ∀ i : Fin n, i.val < k → 0 ≤ d i
  · apply Finset.sum_nonneg
    intro i _
    split_ifs with hi
    · exact h i hi
    · exact le_rfl
  · -- a negative level below `k` makes all levels left out negative as well
    push Not at h
    obtain ⟨i, hik, hi⟩ := h
    rw [← h0]
    apply Finset.sum_le_sum
    intro j _
    split_ifs with hj
    · exact le_rfl
    · have hij : i ≤ j := Fin.le_def.mpr (by omega)
      exact (hd hij).trans hi.le

end

end SelfCommutators
```

The compiler's answer:

```
Main.lean:34:27: error: Application type mismatch: The argument
  LT.lt.le hi
has type
  d i ≤ 0
but is expected to have type
  d i ≤ ∑ i, d i
in the application
  LE.le.trans (hd hij) (LT.lt.le hi)
```

Diagnosis. The message says that `hi.le` proves `d i ≤ 0`, while the goal at that point needs `d i ≤ ∑ i, d i`. The two bounds are equal by `h0`, but Lean does not use that equation by itself when it checks the argument's type.

The sum got there through `rw [← h0]`. This was meant to replace only the zero on the left of the inequality, but `rw` replaces every instance of the pattern, and the real number `0` also stands in the `else` branch of the partial sum. That branch became `∑ i, d i` as well, so for a level left out the termwise comparison asked for `d j ≤ ∑ i, d i` instead of `d j ≤ 0`.

The repair uses `h0` as an inequality, `0 ≤ ∑ i, d i`, and chains it by transitivity. What remains is to show that the full sum is at most the partial sum, whose `else` branch is still `0`. The last line then fits as written.

The repair, with which the file compiles:

```diff
@@ -26,5 +26,5 @@
     push Not at h
     obtain ⟨i, hik, hi⟩ := h
-    rw [← h0]
+    refine h0.symm.le.trans ?_
     apply Finset.sum_le_sum
     intro j _
```
